# In Linear Spin-Wave Theory the Magnon Intensity of a Two-Sublattice Antiferromagnet Diverges at One Coupling Limit and Vanishes at the Other

Take two sublattice magnon modes of unit energy whose coupling, $-15/17$, creates and destroys magnons in pairs. Mix annihilation on one sublattice with creation on the other, with amplitudes $u=5/4$ and $v=3/4$:

$$
\begin{pmatrix}5/4&3/4\\3/4&5/4\end{pmatrix}
\begin{pmatrix}1&-15/17\\-15/17&1\end{pmatrix}
\begin{pmatrix}5/4&3/4\\3/4&5/4\end{pmatrix}
=\frac{8}{17}\begin{pmatrix}1&0\\0&1\end{pmatrix}.
$$

Here $u^2-v^2=1$. The sum $u+v=2$ is stretched and the difference $u-v=1/2$ is squeezed by the same factor. Compared with uncoupled modes, the energy falls from $1$ to $8/17$, while the intensity $(u+v)^2$ rises from $1$ to $4$.

## Stretching the sum, squeezing the difference

For a real coupling $\gamma$, let

$$
M=\begin{pmatrix}1&\gamma\\\gamma&1\end{pmatrix},\qquad
T=\begin{pmatrix}u&v\\v&u\end{pmatrix},\qquad u^2-v^2=1.
$$

Real $u,v$ that make $T^{\mathsf T}MT$ diagonal exist exactly when $|\gamma|<1$. Every such pair gives both modes the energy $\sqrt{1-\gamma^2}$ and the intensity $(u+v)^2=\sqrt{(1-\gamma)/(1+\gamma)}$.

Multiplying out, both diagonal entries of $T^{\mathsf T}MT$ are $E=u^2+v^2+2\gamma uv$, and both off-diagonal entries are $O=2uv+\gamma(u^2+v^2)$. With $s=u+v$ and $d=u-v$, the normalisation reads $sd=1$, and

$$
E+O=(1+\gamma)s^2,\qquad E-O=(1-\gamma)d^2 .
$$

Diagonality means $O=0$, hence

$$
E=(1+\gamma)s^2=(1-\gamma)d^2 .
$$

Since $sd=1$, both squares are positive. If $\gamma\le-1$, the middle expression is at most zero and the last is positive; if $\gamma\ge1$, the roles are reversed. Both cases are impossible, so $|\gamma|<1$.

Multiplying the two expressions for $E$ gives $E^2=(1-\gamma^2)(sd)^2=1-\gamma^2$, and $E>0$ selects the positive root. Substituting $d^2=1/s^2$ gives $s^4=(1-\gamma)/(1+\gamma)$, whose positive square root is the intensity. Also $Es^2=(1-\gamma)d^2s^2=1-\gamma$.

Conversely, for $|\gamma|<1$ let $w>0$ satisfy $w^4=(1-\gamma)/(1+\gamma)$, and set $u=(w+w^{-1})/2$, $v=(w-w^{-1})/2$. Then $s=w$ and $d=w^{-1}$, so $sd=1$ and

$$
2O=(1+\gamma)w^2-(1-\gamma)w^{-2}=0 .
$$

As $\gamma\to-1$ from above, the ratio $(1-\gamma)/(1+\gamma)$ tends to infinity, and so does the intensity. As $\gamma\to1$ from below, both tend to zero.

In linear spin-wave theory, which neglects magnon interactions, this describes how the inelastic neutron intensity of a simple antiferromagnet varies with wavevector through $\gamma$. On a square or simple cubic lattice with nearest-neighbour exchange, $\gamma$ is the average of $\cos(\mathbf k\cdot\boldsymbol\delta)$ over the vectors $\boldsymbol\delta$ to the nearest neighbours. It equals $1$ at $\mathbf k=0$, where the intensity vanishes, and $-1$ at the antiferromagnetic ordering wavevector, where the intensity diverges. The factor $(u+v)^2$ stands for the two sublattices' transverse spin amplitudes adding coherently.

## The spin-wave form and its admissible transformations

The development works with real $2\times2$ matrices.

```lean
import Mathlib

open Matrix Filter Topology

namespace AntiferromagnetMagnon
```

`magnonForm` is $M$, with energies in units of the exchange scale. The coupling `γ` is a free real number; its dependence on wavevector and lattice is not modelled.

```lean
/-- The quadratic spin-wave form of a two-sublattice antiferromagnet, in units of the
exchange energy, with intersublattice coupling `γ`. -/
def magnonForm (γ : ℝ) : Matrix (Fin 2) (Fin 2) ℝ := !![1, γ; γ, 1]
```

`bogoliubov` is $T$, mixing an annihilation operator on one sublattice with a creation operator on the other.

```lean
/-- The Bogoliubov matrix with real amplitudes `u` and `v`. -/
def bogoliubov (u v : ℝ) : Matrix (Fin 2) (Fin 2) ℝ := !![u, v; v, u]
```

`Diagonalises` requires the normalisation and, through `IsDiag`, vanishing off-diagonal entries. It presupposes neither the energy nor equality of the two diagonal entries.

```lean
/-- The amplitudes are normalised as `u² - v² = 1` and their Bogoliubov matrix brings the
spin-wave form to diagonal shape. -/
def Diagonalises (γ u v : ℝ) : Prop :=
  u ^ 2 - v ^ 2 = 1 ∧ ((bogoliubov u v)ᵀ * magnonForm γ * bogoliubov u v).IsDiag
```

The normalisation stands for preserved bosonic commutators. The next theorem expresses this as preservation of the metric $\mathrm{diag}(1,-1)$; its proof computes the product entry by entry and compares.

```lean
/-- The Bogoliubov matrix preserves the bosonic metric `diag(1, -1)` exactly when
`u² - v² = 1`. -/
theorem preserves_metric_iff (u v : ℝ) :
    (bogoliubov u v)ᵀ * !![1, 0; 0, -1] * bogoliubov u v = !![1, 0; 0, -1] ↔
      u ^ 2 - v ^ 2 = 1 := by
  have e : (bogoliubov u v)ᵀ * !![1, 0; 0, -1] * bogoliubov u v =
      !![u ^ 2 - v ^ 2, 0; 0, -(u ^ 2 - v ^ 2)] := by
    ext i j
    fin_cases i <;> fin_cases j <;>
      simp [bogoliubov, Matrix.mul_apply, Fin.sum_univ_succ] <;> ring
  rw [e]
  constructor
  · intro h
    exact congrFun (congrFun h 0) 0
  · intro h
    rw [h]
```

## When a diagonalising pair exists

The explicit congruence supplies $E$ and $O$.

```lean
/-- The entries of the spin-wave form after congruence by the Bogoliubov matrix, for any real `u`
and `v`. -/
theorem transformed_form (γ u v : ℝ) :
    (bogoliubov u v)ᵀ * magnonForm γ * bogoliubov u v =
      !![u ^ 2 + v ^ 2 + 2 * γ * u * v, 2 * u * v + γ * (u ^ 2 + v ^ 2);
         2 * u * v + γ * (u ^ 2 + v ^ 2), u ^ 2 + v ^ 2 + 2 * γ * u * v] := by
  ext i j
  fin_cases i <;> fin_cases j <;>
    simp [bogoliubov, magnonForm, Matrix.mul_apply, Fin.sum_univ_succ] <;> ring
```

Diagonality then becomes the single equation $O=0$.

```lean
/-- Normalised amplitudes diagonalise the spin-wave form exactly when the anomalous
coupling `2uv + γ(u² + v²)` vanishes. -/
theorem diagonalises_iff (γ u v : ℝ) :
    Diagonalises γ u v ↔
      u ^ 2 - v ^ 2 = 1 ∧ 2 * u * v + γ * (u ^ 2 + v ^ 2) = 0 := by
  unfold Diagonalises
  rw [transformed_form]
  constructor
  · rintro ⟨hn, hd⟩
    exact ⟨hn, hd (show (0 : Fin 2) ≠ 1 by decide)⟩
  · rintro ⟨hn, h⟩
    refine ⟨hn, ?_⟩
    rw [h]
    intro i j hij
    fin_cases i <;> fin_cases j <;> simp at hij ⊢
```

In the forward direction below, `hp` is $sd=1$, `hs` and `hd` are the positivity of the squares, and `key` equates the two expressions for $E$; `linarith` refutes each excluded range of `γ`. In the converse, `w` is a nested square root. Its inverse is renamed `z`, with $wz=1$, so that both remaining conditions are polynomial identities for `linear_combination`.

```lean
/-- A real Bogoliubov transformation diagonalising the spin-wave form exists exactly when
`|γ| < 1`. -/
theorem exists_diagonalises_iff (γ : ℝ) :
    (∃ u v, Diagonalises γ u v) ↔ |γ| < 1 := by
  constructor
  · rintro ⟨u, v, h⟩
    obtain ⟨hn, ho⟩ := (diagonalises_iff γ u v).mp h
    have hp : (u + v) * (u - v) = 1 := by linear_combination hn
    have hs : 0 < (u + v) ^ 2 :=
      lt_of_le_of_ne (sq_nonneg _)
        (Ne.symm (pow_ne_zero 2 (left_ne_zero_of_mul_eq_one hp)))
    have hd : 0 < (u - v) ^ 2 :=
      lt_of_le_of_ne (sq_nonneg _)
        (Ne.symm (pow_ne_zero 2 (right_ne_zero_of_mul_eq_one hp)))
    -- the two quadratures carry equal energy
    have key : (1 + γ) * (u + v) ^ 2 = (1 - γ) * (u - v) ^ 2 := by
      linear_combination 2 * ho
    rw [abs_lt]
    constructor
    · by_contra hc
      have hc' : γ ≤ -1 := not_lt.mp hc
      have a := mul_nonneg (show 0 ≤ -1 - γ by linarith) hs.le
      have b := mul_pos (show 0 < 1 - γ by linarith) hd
      linarith
    · by_contra hc
      have hc' : 1 ≤ γ := not_lt.mp hc
      have a := mul_pos (show 0 < 1 + γ by linarith) hs
      have b := mul_nonneg (show 0 ≤ γ - 1 by linarith) hd.le
      linarith
  · intro hγ
    obtain ⟨h1, h2⟩ := abs_lt.mp hγ
    have hp : 0 < 1 + γ := by linarith
    have hr : 0 < (1 - γ) / (1 + γ) := div_pos (by linarith) hp
    -- `w` will be the sum `u + v`
    obtain ⟨w, hw0, hw⟩ : ∃ w : ℝ, 0 < w ∧ w ^ 4 * (1 + γ) = 1 - γ := by
      refine ⟨√(√((1 - γ) / (1 + γ))), Real.sqrt_pos.mpr (Real.sqrt_pos.mpr hr), ?_⟩
      rw [show (4 : ℕ) = 2 * 2 from rfl, pow_mul, Real.sq_sqrt (Real.sqrt_nonneg _),
        Real.sq_sqrt hr.le, div_mul_cancel₀ _ hp.ne']
    have hz : w * w⁻¹ = 1 := mul_inv_cancel₀ hw0.ne'
    generalize w⁻¹ = z at hz
    refine ⟨(w + z) / 2, (w - z) / 2, (diagonalises_iff _ _ _).mpr ⟨?_, ?_⟩⟩
    · linear_combination hz
    · linear_combination z ^ 2 / 2 * hw - (1 + γ) / 2 * w ^ 2 * (w * z + 1) * hz
```

## Energy and intensity of every pair

This theorem states existence together with the values for all diagonalising pairs. In its proof, `hsq` is $E^2=1-\gamma^2$ and `h0` fixes the sign of the root. For the intensity, `key` and `hprod` give $s^4=(1-\gamma)/(1+\gamma)$.

```lean
/-- For `|γ| < 1` a diagonalising Bogoliubov transformation exists, and every one gives both
magnon modes the energy `√(1 - γ²)` and the intensity `(u + v)² = √((1 - γ)/(1 + γ))`. -/
theorem magnon_energy_and_intensity {γ : ℝ} (hγ : |γ| < 1) :
    (∃ u v, Diagonalises γ u v) ∧
    ∀ u v, Diagonalises γ u v →
      (bogoliubov u v)ᵀ * magnonForm γ * bogoliubov u v =
        !![√(1 - γ ^ 2), 0; 0, √(1 - γ ^ 2)] ∧
      (u + v) ^ 2 = √((1 - γ) / (1 + γ)) := by
  refine ⟨(exists_diagonalises_iff γ).mpr hγ, fun u v h => ?_⟩
  obtain ⟨hn, ho⟩ := (diagonalises_iff γ u v).mp h
  have hp : 0 < 1 + γ := by linarith [(abs_lt.mp hγ).1]
  constructor
  · have he : u ^ 2 + v ^ 2 + 2 * γ * u * v = (1 + γ) * (u + v) ^ 2 := by
      linear_combination -ho
    have h0 : 0 ≤ u ^ 2 + v ^ 2 + 2 * γ * u * v := by
      rw [he]
      positivity
    -- the determinant fixes the square of the energy
    have hsq : 1 - γ ^ 2 = (u ^ 2 + v ^ 2 + 2 * γ * u * v) ^ 2 := by
      linear_combination (-(1 - γ ^ 2) * (u ^ 2 - v ^ 2 + 1)) * hn -
        (2 * u * v + γ * (u ^ 2 + v ^ 2)) * ho
    rw [transformed_form, ho, hsq, Real.sqrt_sq h0]
  · have key : (1 + γ) * (u + v) ^ 2 = (1 - γ) * (u - v) ^ 2 := by
      linear_combination 2 * ho
    have hprod : (u + v) ^ 2 * (u - v) ^ 2 = 1 := by
      linear_combination (u ^ 2 - v ^ 2 + 1) * hn
    have hr : (1 - γ) / (1 + γ) = ((u + v) ^ 2) ^ 2 := by
      rw [div_eq_iff hp.ne']
      linear_combination (-(u + v) ^ 2) * key - (1 - γ) * hprod
    rw [hr, Real.sqrt_sq (sq_nonneg _)]
```

The product rule needs only `Diagonalises γ u v`, since that already forces $|\gamma|<1$.

```lean
/-- The magnon energy times the intensity equals `1 - γ`. -/
theorem energy_mul_intensity {γ u v : ℝ} (h : Diagonalises γ u v) :
    √(1 - γ ^ 2) * (u + v) ^ 2 = 1 - γ := by
  have hγ := (exists_diagonalises_iff γ).mp ⟨u, v, h⟩
  have hm := ((magnon_energy_and_intensity hγ).2 u v h).1
  rw [transformed_form] at hm
  have he : u ^ 2 + v ^ 2 + 2 * γ * u * v = √(1 - γ ^ 2) := congrFun (congrFun hm 0) 0
  obtain ⟨hn, ho⟩ := (diagonalises_iff γ u v).mp h
  rw [← he]
  linear_combination (1 - γ) * (u ^ 2 - v ^ 2 + 1) * hn + (u + v) ^ 2 * ho
```

## The two limits

Here `u` and `v` are functions of `γ` that diagonalise the form throughout $|\gamma|<1$. They need not be continuous. The filter `𝓝[>] (-1)` means approach from above, and `atTop` means growth beyond every bound. The proof sends $1+\gamma$ to zero through positive values and $1-\gamma$ to $2$, takes the square root, and transfers the limit to the intensity on $(-1,1)$.

```lean
/-- Along any family of diagonalising transformations the intensity diverges as `γ`
decreases to `-1`. -/
theorem intensity_diverges {u v : ℝ → ℝ}
    (h : ∀ γ, |γ| < 1 → Diagonalises γ (u γ) (v γ)) :
    Tendsto (fun γ => (u γ + v γ) ^ 2) (𝓝[>] (-1)) atTop := by
  have hc : Continuous (fun γ : ℝ => 1 + γ) := by fun_prop
  have hd : Continuous (fun γ : ℝ => 1 - γ) := by fun_prop
  have h1 : Tendsto (fun γ : ℝ => 1 + γ) (𝓝[>] (-1)) (𝓝[>] 0) := by
    refine tendsto_nhdsWithin_iff.mpr
      ⟨(hc.tendsto' (-1) 0 (by norm_num)).mono_left nhdsWithin_le_nhds, ?_⟩
    filter_upwards [self_mem_nhdsWithin] with γ hγ
    have hγ' : -1 < γ := hγ
    show 0 < 1 + γ
    linarith
  have h2 : Tendsto (fun γ : ℝ => 1 - γ) (𝓝[>] (-1)) (𝓝 2) :=
    (hd.tendsto' (-1) 2 (by norm_num)).mono_left nhdsWithin_le_nhds
  have h3 : Tendsto (fun γ : ℝ => (1 - γ) * (1 + γ)⁻¹) (𝓝[>] (-1)) atTop :=
    h2.pos_mul_atTop (by norm_num) (tendsto_inv_nhdsGT_zero.comp h1)
  refine (Real.tendsto_sqrt_atTop.comp h3).congr' ?_
  filter_upwards [Ioo_mem_nhdsGT (show (-1 : ℝ) < 1 by norm_num)] with γ hγ
  have ha : |γ| < 1 := abs_lt.mpr hγ
  rw [((magnon_energy_and_intensity ha).2 _ _ (h γ ha)).2, div_eq_mul_inv]
  rfl
```

At the other end, `𝓝[<] 1` means approach from below. The closed formula has value zero at $1$ and is continuous there, since Lean sets the square root of a negative number to zero; it agrees with the intensity just below that point.

```lean
/-- Along any family of diagonalising transformations the intensity vanishes as `γ`
increases to `1`. -/
theorem intensity_vanishes {u v : ℝ → ℝ}
    (h : ∀ γ, |γ| < 1 → Diagonalises γ (u γ) (v γ)) :
    Tendsto (fun γ => (u γ + v γ) ^ 2) (𝓝[<] 1) (𝓝 0) := by
  have hc : ContinuousAt (fun γ : ℝ => √((1 - γ) / (1 + γ))) 1 :=
    (ContinuousAt.div (by fun_prop) (by fun_prop) (by norm_num)).sqrt
  have h1 : Tendsto (fun γ : ℝ => √((1 - γ) / (1 + γ))) (𝓝 1)
      (𝓝 (√((1 - 1) / (1 + 1)))) := hc.tendsto
  rw [show √(((1 : ℝ) - 1) / (1 + 1)) = 0 by norm_num] at h1
  refine (h1.mono_left nhdsWithin_le_nhds).congr' ?_
  filter_upwards [Ioo_mem_nhdsLT (show (-1 : ℝ) < 1 by norm_num)] with γ hγ
  have ha : |γ| < 1 := abs_lt.mpr hγ
  exact ((magnon_energy_and_intensity ha).2 _ _ (h γ ha)).2.symm

end AntiferromagnetMagnon
```

The quantity treated is the zero-temperature mode factor alone: magnetic form factors, polarisation factors, thermal occupation and anisotropy are absent.

```lean
#print axioms AntiferromagnetMagnon.magnon_energy_and_intensity
#print axioms AntiferromagnetMagnon.energy_mul_intensity
#print axioms AntiferromagnetMagnon.intensity_diverges
#print axioms AntiferromagnetMagnon.intensity_vanishes
```

```
'AntiferromagnetMagnon.magnon_energy_and_intensity' depends on axioms: [propext, Classical.choice, Quot.sound]
'AntiferromagnetMagnon.energy_mul_intensity' depends on axioms: [propext, Classical.choice, Quot.sound]
'AntiferromagnetMagnon.intensity_diverges' depends on axioms: [propext, Classical.choice, Quot.sound]
'AntiferromagnetMagnon.intensity_vanishes' depends on axioms: [propext, Classical.choice, Quot.sound]
```
